# The Müller pair density obeys the sum rule but violates positivity and antisymmetry at fractional occupation

Let $R$ be a complex square matrix over a finite orthonormal set of spin orbitals, and let $g=R^2$ be the one-particle density matrix. The Müller pair density

$$D_{pqrs}=g_{pr}\,g_{qs}-R_{ps}\,R_{qr}$$

satisfies $\sum_q D_{pqrq}=(\operatorname{tr}g-1)\,g_{pr}$, as the pair density of a state with $N=\operatorname{tr}g$ electrons must. If a normalised orbital $x$ obeys $Rx=\sqrt n\,x$ with $0<n<1$, however, $D$ is neither positive semidefinite nor antisymmetric in its first two indices. For $R=\mathrm{diag}(1/\sqrt2,1/\sqrt2)$ the failure is visible in a single element, $D_{0000}=-1/4$, with orbitals counted from zero.

In density-matrix functional theory this means that the Müller approximation, within a finite orbital basis, can count pairs correctly while its pair density belongs to no fermionic state.

## The pair density and its indices

The orbital labels form a finite type `ι`, and matrices have complex entries.

```lean
import Mathlib

open Matrix

namespace MuellerFunctional

noncomputable section

variable {ι : Type*} [Fintype ι]
```

For an $N$-electron state the pair density matrix is $\Gamma_{pqrs}=\langle a_r^\dagger a_s^\dagger a_q a_p\rangle$, with $g_{pr}=\langle a_r^\dagger a_p\rangle$. A single determinant gives $\Gamma_{pqrs}=g_{pr}g_{qs}-g_{ps}g_{qr}$. Müller's form keeps the direct term and replaces $g$ by its square root $R$ in the exchange term.

The definition takes $R$ as the input and computes $g$ as `R * R`, so no matrix square root has to be constructed. It accepts any complex square matrix; Hermiticity enters only where it is needed. The normalisation is that of ordered pairs, with total $N(N-1)$ and no factor $1/2$.

```lean
/-- The Müller pair density `D_pqrs = g_pr g_qs - R_ps R_qr`, where `g = R * R` is the
one-particle density matrix. -/
def muellerPair (R : Matrix ι ι ℂ) (p q r s : ι) : ℂ :=
  (R * R) p r * (R * R) q s - R p s * R q r
```

## Two conditions that a fermionic pair density meets

Take a two-particle amplitude $\Psi_{pq}$ and set $B=\sum_{pq}\Psi_{pq}^*\,a_q a_p$. In any state

$$\sum_{pqrs}\Psi_{pq}^*\,\Gamma_{pqrs}\,\Psi_{rs}=\langle B^\dagger B\rangle\ge 0 .$$

The left-hand side, for a general four-index array, is `pairForm`.

```lean
/-- The quadratic form of a pair density on a two-particle amplitude `Ψ`. -/
def pairForm (D : ι → ι → ι → ι → ℂ) (Ψ : ι → ι → ℂ) : ℂ :=
  ∑ p, ∑ q, ∑ r, ∑ s, star (Ψ p q) * D p q r s * Ψ r s
```

Positivity demands that this form be nonnegative for every $\Psi$. The definition looks at the real part, which is the whole value when the array is Hermitian between index pairs. No symmetry is imposed on $\Psi$. This matters: the violation below is found on a symmetric amplitude. On antisymmetric amplitudes the exchange term changes sign, and for positive semidefinite $R$ the form is then a sum of two nonnegative terms.

```lean
/-- Positivity of a pair density: its quadratic form has nonnegative real part on every
two-particle amplitude. -/
def IsPairPositive (D : ι → ι → ι → ι → ℂ) : Prop :=
  ∀ Ψ : ι → ι → ℂ, 0 ≤ (pairForm D Ψ).re
```

The second condition comes from $a_qa_p=-a_pa_q$, which gives $\Gamma_{pqrs}=-\Gamma_{qprs}$. Both conditions are necessary for $D$ to come from a fermionic state; together they are not claimed to be sufficient.

```lean
/-- The Pauli condition: the pair density changes sign when its first two indices are
exchanged. -/
def IsPauli (D : ι → ι → ι → ι → ℂ) : Prop :=
  ∀ p q r s, D p q r s = -D q p r s
```

## Contracting one particle

Set $s=q$ and sum over $q$:

$$\sum_q D_{pqrq}=g_{pr}\sum_q g_{qq}-\sum_q R_{pq}R_{qr}
=g_{pr}\operatorname{tr}g-(R^2)_{pr}=(\operatorname{tr}g-1)\,g_{pr}.$$

The exchange term contracts to exactly one copy of $g$ because $R$ squares to $g$. In the proof, `h1` is this matrix product and `h2` is the trace; `ring` collects the factor $\operatorname{tr}g-1$. Neither Hermiticity nor any bound on the occupations is used.

```lean
/-- Sum rule: contracting one particle of the Müller pair density gives `(tr g - 1) g`. -/
theorem mueller_sum_rule (R : Matrix ι ι ℂ) (p r : ι) :
    ∑ q, muellerPair R p q r q = ((R * R).trace - 1) * (R * R) p r := by
  -- the exchange term contracts to the matrix product R * R
  have h1 : ∑ q, R p q * R q r = (R * R) p r := (Matrix.mul_apply).symm
  have h2 : ∑ q, (R * R) q q = (R * R).trace := rfl
  simp only [muellerPair, Finset.sum_sub_distrib, ← Finset.mul_sum]
  rw [h1, h2]
  ring
```

In a program that stores $D$ explicitly, this identity is an inexpensive check: contract the array over its second and fourth indices and compare with $(N-1)g$. It catches some index errors but not all: with real symmetric $R$, an exchange term miswritten as $R_{pq}R_{rs}$ also contracts to $g_{pr}$ and passes. When only the energy is wanted, $D$ need not be stored. One finds the orthonormal natural spin orbitals of $g$, builds $R$ from them with the square roots of their occupations in place of the occupations, and passes $R$ instead of $g$ to the exchange routine of a Hartree–Fock code, while the Coulomb routine still receives $g$. If the exchange routine returns a matrix, the exchange energy is found by contracting that matrix with $R$ again, not with $g$.

Setting $r=p$ and summing once more gives the number of ordered pairs,

$$\sum_{pq}D_{pqpq}=(\operatorname{tr}g-1)\sum_p g_{pp}=N(N-1).$$

The proof applies the sum rule inside the outer sum and recognises the remaining trace.

```lean
/-- The full trace of the Müller pair density is `N (N - 1)` with `N = tr g`. -/
theorem mueller_full_trace (R : Matrix ι ι ℂ) :
    ∑ p, ∑ q, muellerPair R p q p q = (R * R).trace * ((R * R).trace - 1) := by
  have h2 : ∑ p, (R * R) p p = (R * R).trace := rfl
  simp only [mueller_sum_rule, ← Finset.mul_sum]
  rw [h2]
  ring
```

## Hermiticity between index pairs

If $R^\dagger=R$, then $g^\dagger=R^\dagger R^\dagger=g$, and

$$D_{pqrs}^*=g_{pr}^*g_{qs}^*-R_{ps}^*R_{qr}^*
=g_{rp}\,g_{sq}-R_{sp}\,R_{rq}=D_{rspq}.$$

The last equality only reorders the two factors of the exchange term. The proof first establishes `hg`, the Hermiticity of $g$, and then conjugates each entry.

```lean
/-- For Hermitian `R` the Müller pair density is Hermitian as a matrix between index pairs. -/
theorem mueller_hermitian {R : Matrix ι ι ℂ} (hR : R.IsHermitian) (p q r s : ι) :
    star (muellerPair R p q r s) = muellerPair R r s p q := by
  have hg : (R * R).IsHermitian := by
    rw [Matrix.IsHermitian, Matrix.conjTranspose_mul, hR.eq]
  simp only [muellerPair, star_sub, star_mul', hR.apply, hg.apply]
  ring
```

Without Hermiticity the statement fails already for one orbital. Take $R=(1+i)$. Then $g=2i$ and $D_{0000}=(2i)^2-2i=-4-2i$, which differs from its complex conjugate.

## Both particles in one orbital

Now put $\Psi_{pq}=x_px_q$. The direct term factorises over the pairs $(p,r)$ and $(q,s)$, the exchange term over $(p,s)$ and $(q,r)$:

$$\begin{aligned}
\sum_{pqrs}x_p^*x_q^*D_{pqrs}x_rx_s
&=\Big(\sum_{pr}x_p^*g_{pr}x_r\Big)\Big(\sum_{qs}x_q^*g_{qs}x_s\Big)\\
&\quad-\Big(\sum_{ps}x_p^*R_{ps}x_s\Big)\Big(\sum_{qr}x_q^*R_{qr}x_r\Big)\\
&=(x^\dagger g x)^2-(x^\dagger R x)^2 .
\end{aligned}$$

In Lean, $x^\dagger A x$ is written `star x ⬝ᵥ A *ᵥ x`. The auxiliary statement `form` expands it as a double sum, and `direct` expands its square as a fourfold sum. `exch` is the same square with the names of $r$ and $s$ interchanged, obtained by swapping the two inner sums. After that the two sides agree term by term. The identity holds for every complex $R$ and every $x$, normalised or not.

```lean
/-- On the amplitude `x p * x q`, the Müller quadratic form is `(x† g x) ^ 2 - (x† R x) ^ 2`, where
`g = R * R`. -/
theorem pairForm_same_orbital (R : Matrix ι ι ℂ) (x : ι → ℂ) :
    pairForm (muellerPair R) (fun p q => x p * x q)
      = (star x ⬝ᵥ (R * R) *ᵥ x) ^ 2 - (star x ⬝ᵥ R *ᵥ x) ^ 2 := by
  have form (A : Matrix ι ι ℂ) :
      star x ⬝ᵥ A *ᵥ x = ∑ p, ∑ r, star (x p) * (A p r * x r) := by
    simp only [dotProduct, Matrix.mulVec, Pi.star_apply, Finset.mul_sum]
  have direct (A : Matrix ι ι ℂ) : (star x ⬝ᵥ A *ᵥ x) ^ 2
      = ∑ p, ∑ q, ∑ r, ∑ s,
        (star (x p) * (A p r * x r)) * (star (x q) * (A q s * x s)) := by
    rw [form]
    simp only [sq, Finset.sum_mul_sum]
  -- the exchange term is the direct one with r and s relabelled
  have exch (A : Matrix ι ι ℂ) : (star x ⬝ᵥ A *ᵥ x) ^ 2
      = ∑ p, ∑ q, ∑ r, ∑ s,
        (star (x p) * (A p s * x s)) * (star (x q) * (A q r * x r)) := by
    rw [direct]
    refine Finset.sum_congr rfl fun p _ => Finset.sum_congr rfl fun q _ => ?_
    exact Finset.sum_comm
  rw [direct (R * R), exch R]
  simp only [pairForm, muellerPair, ← Finset.sum_sub_distrib]
  refine Finset.sum_congr rfl fun p _ => Finset.sum_congr rfl fun q _ =>
    Finset.sum_congr rfl fun r _ => Finset.sum_congr rfl fun s _ => ?_
  rw [star_mul']
  ring
```

Let $x$ be normalised, $x^\dagger x=1$, with $Rx=\sqrt n\,x$ and $n\ge0$. Applying $R$ twice gives

$$gx=R(Rx)=\sqrt n\,Rx=n\,x,$$

so $x$ is a natural orbital with occupation $n$. The two expectation values are $x^\dagger gx=n$ and $x^\dagger Rx=\sqrt n$, and the form becomes

$$n^2-(\sqrt n)^2=n^2-n .$$

The eigenvalue relation is assumed for $R$, not only for $g$. It expresses that $R$ acts on this orbital as the nonnegative square root of the density matrix, which is how the Müller functional chooses $R$. When $R$ is positive semidefinite, every eigenvector of $g$ satisfies it. In the proof, `hg` is the relation for $g$ and `hs` is $(\sqrt n)^2=n$; the rest is substitution.

```lean
/-- If `x` is normalised and `R x = √n x` with `n ≥ 0`, the Müller quadratic form on the amplitude
`x p * x q` equals `n ^ 2 - n`. -/
theorem mueller_natural_orbital {R : Matrix ι ι ℂ} {x : ι → ℂ} {n : ℝ} (hn : 0 ≤ n)
    (hR : R *ᵥ x = ((√n : ℝ) : ℂ) • x) (hx : star x ⬝ᵥ x = 1) :
    pairForm (muellerPair R) (fun p q => x p * x q) = ((n ^ 2 - n : ℝ) : ℂ) := by
  -- x is an eigenvector of g with eigenvalue n
  have hg : (R * R) *ᵥ x = (n : ℂ) • x := by
    rw [← Matrix.mulVec_mulVec, hR, Matrix.mulVec_smul, hR, smul_smul,
      ← Complex.ofReal_mul, Real.mul_self_sqrt hn]
  have hs : ((√n : ℝ) : ℂ) ^ 2 = (n : ℂ) := by
    rw [← Complex.ofReal_pow, Real.sq_sqrt hn]
  rw [pairForm_same_orbital, hg, hR, dotProduct_smul, dotProduct_smul, hx]
  simp only [smul_eq_mul, mul_one, hs, Complex.ofReal_sub, Complex.ofReal_pow]
```

For fermions the exact value is zero, since two electrons cannot share a spin orbital: here $B$ contains the square of one annihilation operator. The Müller value vanishes only at $n=0$ and $n=1$.

## Fractional occupation breaks positivity

For $0<n<1$,

$$n^2-n=-n(1-n)<0 ,$$

so the amplitude $x_px_q$ is a witness against positivity. The proof evaluates the supposed inequality on this amplitude, inserts the value $n^2-n$, and lets `nlinarith` find the contradiction from $n(1-n)>0$. One such orbital is enough; nothing is required of the rest of $R$.

```lean
/-- If some normalised `x` satisfies `R x = √n x` with `0 < n < 1`, the Müller pair density violates
positivity. -/
theorem mueller_not_positive {R : Matrix ι ι ℂ} {x : ι → ℂ} {n : ℝ} (h0 : 0 < n) (h1 : n < 1)
    (hR : R *ᵥ x = ((√n : ℝ) : ℂ) • x) (hx : star x ⬝ᵥ x = 1) :
    ¬ IsPairPositive (muellerPair R) := by
  intro h
  have h2 := h (fun p q => x p * x q)
  rw [mueller_natural_orbital h0.le hR hx, Complex.ofReal_re] at h2
  nlinarith [mul_pos h0 (sub_pos.mpr h1)]
```

The strict upper bound is needed. With a single orbital and $R=(1)$, the occupation is $n=1$ and $D_{0000}=1-1=0$, so the form vanishes identically and positivity holds.

## Antisymmetry allows only empty or full orbitals

Let $Q$ be the value of the form on $x_px_q$. If $D_{pqrs}=-D_{qprs}$, renaming the summation indices $p$ and $q$ gives

$$Q=\sum_{pqrs}x_q^*x_p^*D_{qprs}x_rx_s
=-\sum_{pqrs}x_p^*x_q^*D_{pqrs}x_rx_s=-Q ,$$

because the amplitude is symmetric. Hence $Q=0$, and with $Q=n^2-n$ this reads

$$n(n-1)=0,\qquad\text{so } n=0\text{ or }n=1 .$$

The renaming is `Finset.sum_comm` on the left-hand side, and the sign comes from `hP`. The equation is then carried from the complex to the real numbers and factorised.

```lean
/-- If the Müller pair density satisfies the Pauli condition and a normalised `x` satisfies `R x =
√n x` with `n ≥ 0`, then `n` is `0` or `1`. -/
theorem mueller_pauli_occupation {R : Matrix ι ι ℂ} (hP : IsPauli (muellerPair R))
    {x : ι → ℂ} {n : ℝ} (hn : 0 ≤ n)
    (hR : R *ᵥ x = ((√n : ℝ) : ℂ) • x) (hx : star x ⬝ᵥ x = 1) :
    n = 0 ∨ n = 1 := by
  -- exchanging p and q reverses the sign of the form on a symmetric amplitude
  have h : pairForm (muellerPair R) (fun p q => x p * x q)
      = -pairForm (muellerPair R) (fun p q => x p * x q) := by
    simp only [pairForm]
    conv_lhs => rw [Finset.sum_comm]
    simp only [← Finset.sum_neg_distrib]
    refine Finset.sum_congr rfl fun a _ => Finset.sum_congr rfl fun b _ =>
      Finset.sum_congr rfl fun r _ => Finset.sum_congr rfl fun s _ => ?_
    rw [hP b a r s, mul_comm (x b) (x a)]
    ring
  rw [mueller_natural_orbital hn hR hx, ← Complex.ofReal_neg] at h
  have h' : n ^ 2 - n = -(n ^ 2 - n) := Complex.ofReal_injective h
  have h2 : n * (n - 1) = 0 := by linarith
  rcases mul_eq_zero.mp h2 with h3 | h3
  · exact Or.inl h3
  · exact Or.inr (by linarith)
```

A Müller pair density with the Pauli symmetry therefore has no fractionally occupied natural orbital of the kind described above. The theorem gives a necessary condition on the occupations and does not state the converse.

## One electron in an equal mixture of two orbitals

Take a statistical mixture in which one electron is in either of two orbitals with probability $1/2$. (A superposition of the two orbitals would instead have natural occupations $1$ and $0$.) Then

$$R=\begin{pmatrix}1/\sqrt2&0\\0&1/\sqrt2\end{pmatrix},\qquad
g=\begin{pmatrix}1/2&0\\0&1/2\end{pmatrix},\qquad \operatorname{tr}g=1 .$$

The labels `0` and `1` of `Fin 2` are the two orbitals, and `√(1 / 2)` is the real number $1/\sqrt2$, regarded as complex.

```lean
/-- The matrix `R = diag(1/√2, 1/√2)` on two orbitals. -/
def halfFilled : Matrix (Fin 2) (Fin 2) ℂ :=
  Matrix.diagonal fun _ => ((√(1 / 2) : ℝ) : ℂ)
```

The first diagonal element is

$$D_{0000}=g_{00}^2-R_{00}^2=\tfrac14-\tfrac12=-\tfrac14 .$$

It is the weight for finding two electrons in orbital $0$, which for fermions must be zero. Antisymmetry would require $D_{0000}=-D_{0000}$, which $-1/4$ does not satisfy. Positivity fails by the general theorem with $x=(1,0)$ and $n=1/2$, where the form is $n^2-n=-1/4$, the same number.

The sum rule is nevertheless intact. With one electron there are no pairs, and indeed

$$D_{0000}+D_{0101}=-\tfrac14+\tfrac14=0 .$$

The correct total arises by cancellation between a negative weight for double occupation and a positive weight for a pair in different orbitals. A calculation that monitors only the contracted density would see nothing wrong here.

The theorem collects four statements: the trace, the value of the element, and the two failures. Its proof computes $g$ once, in `hsq`, and uses it for both the trace and the element. The Pauli condition is refuted at the indices `0 0 0 0`, and positivity by `mueller_not_positive` with the vector `![1, 0]`.

```lean
/-- For `R = diag(1/√2, 1/√2)` the particle number is one and the first diagonal element of the
Müller pair density is `-1/4`; both the Pauli condition and positivity fail. -/
theorem mueller_halfFilled :
    (halfFilled * halfFilled).trace = 1 ∧ muellerPair halfFilled 0 0 0 0 = -1 / 4 ∧
      ¬ IsPauli (muellerPair halfFilled) ∧ ¬ IsPairPositive (muellerPair halfFilled) := by
  have h : ((√(1 / 2) : ℝ) : ℂ) * ((√(1 / 2) : ℝ) : ℂ) = 1 / 2 := by
    rw [← Complex.ofReal_mul, Real.mul_self_sqrt (by norm_num)]
    norm_num
  have hsq : halfFilled * halfFilled = Matrix.diagonal fun _ => (1 / 2 : ℂ) := by
    rw [halfFilled, Matrix.diagonal_mul_diagonal]
    simp only [h]
  have hD : muellerPair halfFilled 0 0 0 0 = -1 / 4 := by
    unfold muellerPair
    rw [hsq]
    simp only [halfFilled, Matrix.diagonal_apply_eq, h]
    norm_num
  refine ⟨?_, hD, ?_, ?_⟩
  · rw [hsq]
    simp only [Matrix.trace_diagonal, Fin.sum_univ_two]
    norm_num
  · intro hP
    have h0 := hP 0 0 0 0
    rw [hD] at h0
    norm_num at h0
  · -- the first basis orbital has occupation 1/2
    refine mueller_not_positive (x := ![1, 0]) (n := 1 / 2) (by norm_num) (by norm_num) ?_ ?_
    · funext i
      simp only [halfFilled, Matrix.mulVec_diagonal, Pi.smul_apply, smul_eq_mul]
    · simp [dotProduct, Fin.sum_univ_two]

end

end MuellerFunctional
```

```lean
#print axioms MuellerFunctional.mueller_sum_rule
#print axioms MuellerFunctional.mueller_hermitian
#print axioms MuellerFunctional.mueller_pauli_occupation
#print axioms MuellerFunctional.mueller_halfFilled
```

```
'MuellerFunctional.mueller_sum_rule' depends on axioms: [propext, Classical.choice, Quot.sound]
'MuellerFunctional.mueller_hermitian' depends on axioms: [propext, Classical.choice, Quot.sound]
'MuellerFunctional.mueller_pauli_occupation' depends on axioms: [propext, Classical.choice, Quot.sound]
'MuellerFunctional.mueller_halfFilled' depends on axioms: [propext, Classical.choice, Quot.sound]
```
